# Speed limit for coherence transfer under a constant Hamiltonian: overlap ≥ cos(vt) up to vt = π

## Overlap, speed and units

A spin system starts with the operator A, a coherence or another part of its density matrix, and evolves under a constant Hamiltonian H. How soon can A turn into something orthogonal to itself? A and H are complex n × n matrices, with H† = H in angular-frequency units (ħ = 1). Define

⟨X, Y⟩ = Re tr(X†Y)
A(t) = exp(−itH) A exp(itH)
v = √⟨[H, A], [H, A]⟩, with [H, A] = HA − AH

A is normalised: ⟨A, A⟩ = 1. The speed v is the Frobenius norm of the commutator, not an energy spread.

## The bound and a lower limit on the transfer time

For t ≥ 0 and vt ≤ π,

⟨A, A(t)⟩ ≥ cos(vt).

If ⟨A, A(t)⟩ = 0 at some t ≥ 0, then vt ≥ π/2. A zero alone does not prove transfer: for a non-Hermitian A, A(t) = −iA also gives zero, although the coherence has only acquired a phase.

## Checking a propagator and a pulse duration

In a simulation of finitely many spins without relaxation, v costs one commutator. An overlap clearly below cos(vt) in the allowed range points to a faulty propagator, a lost normalisation or a mix of Hz and rad/s. A delay shorter than π/(2v), for v > 0, is too short for complete transfer to an orthogonal operator under that H, though partial transfer is possible.

Take H = diag(0, 2) and A = ½ [[1, 1], [1, −1]]. The diagonal of A is constant and the off-diagonal entries acquire phases e^{±2it}, so

⟨A, A(t)⟩ = ½ + ½ cos 2t, v² = 2 · ¼ · 2² = 2.

At t = 1 the overlap is 0.292, above cos √2 = 0.156. It first vanishes at t = π/2, where vt = 2.22 exceeds π/2 = 1.57.

## From the commutator to the cosine

For real r,

0 ≤ ⟨X + rY, X + rY⟩ = ⟨X, X⟩ + 2r⟨X, Y⟩ + r²⟨Y, Y⟩,

so the discriminant is not positive, which gives Cauchy–Schwarz: ⟨X, Y⟩² ≤ ⟨X, X⟩⟨Y, Y⟩.

Let U = exp(−itH), W = −i[H, A] and W(t) = UWU†. Since U†U = 1, cyclicity of the trace shows that evolution preserves overlaps. Since H commutes with U,

dA(t)/dt = −iU(HA − AH)U† = W(t).

So f(t) = ⟨A, A(t)⟩ has f′ = ⟨A, W(t)⟩. Moreover ⟨W, W⟩ = v², and

tr(A†[H, A]) = tr(HAA†) − tr(HA†A)

is real, because each term is the trace of a product of two Hermitian matrices. Hence ⟨A, W⟩ = 0, and so ⟨A(t), W(t)⟩ = 0.

Put R = A − f A(t). Then ⟨R, W(t)⟩ = f′ and ⟨R, R⟩ = 1 − 2f² + f² = 1 − f², so Cauchy–Schwarz gives

f′² ≤ v²(1 − f²).

For ε > 0 compare f with g(s) = cos θ, θ = (v + ε)s + ε, keeping θ < π on [0, t]. Initially g(0) = cos ε ≤ 1 = f(0). Wherever f = g, sin θ > 0 and

f′ ≥ −v sin θ > −(v + ε) sin θ = g′,

so f cannot cross below g. Letting ε → 0 proves the bound for vt < π. At vt = π, Cauchy–Schwarz gives f² ≤ 1, hence f ≥ −1. Finally, vt < π/2 would make f ≥ cos(vt) > 0, which excludes a zero overlap.

## The Lean file

```lean
import Mathlib

open Matrix Filter
open Complex (I)
open NormedSpace (exp)
open scoped Topology Matrix.Norms.Operator

namespace CoherenceTransferSpeedLimit

noncomputable section

variable {n : Type*} [Fintype n]

/-- The real overlap `Re tr(X† Y)` of two operators. -/
def overlap (X Y : Matrix n n ℂ) : ℝ := (Xᴴ * Y).trace.re

/-- The speed of an operator `A` under the Hamiltonian `H`: the Frobenius norm of `[H, A]`. -/
def speed (H A : Matrix n n ℂ) : ℝ := √(overlap (H * A - A * H) (H * A - A * H))

/-- The velocity `-i[H, A]` of an operator `A` under the Hamiltonian `H`. -/
def velocity (H A : Matrix n n ℂ) : Matrix n n ℂ := (-I) • (H * A - A * H)

/-- The overlap of an operator with itself is its squared Frobenius norm, the sum of the
squared moduli of its entries. -/
theorem overlap_self (X : Matrix n n ℂ) : overlap X X = ∑ i, ∑ j, ‖X i j‖ ^ 2 := by
  simp only [overlap, Matrix.trace, Matrix.diag_apply, Matrix.mul_apply,
    Matrix.conjTranspose_apply, Complex.re_sum]
  rw [Finset.sum_comm]
  refine Finset.sum_congr rfl fun i _ => Finset.sum_congr rfl fun j _ => ?_
  rw [Complex.star_def, ← Complex.normSq_eq_conj_mul_self, Complex.ofReal_re,
    Complex.normSq_eq_norm_sq]

private lemma overlap_self_nonneg (X : Matrix n n ℂ) : 0 ≤ overlap X X := by
  rw [overlap_self]
  positivity

private lemma overlap_comm (X Y : Matrix n n ℂ) : overlap X Y = overlap Y X := by
  have h : Yᴴ * X = (Xᴴ * Y)ᴴ := by simp [Matrix.conjTranspose_mul]
  unfold overlap
  rw [h, Matrix.trace_conjTranspose]
  simp

private lemma overlap_add_smul (X Y Z : Matrix n n ℂ) (r : ℝ) :
    overlap (X + r • Y) Z = overlap X Z + r * overlap Y Z := by
  simp [overlap, Matrix.conjTranspose_smul, Matrix.add_mul, Matrix.trace_add,
    Matrix.trace_smul]

private lemma overlap_add_smul_self (X Y : Matrix n n ℂ) (r : ℝ) :
    overlap (X + r • Y) (X + r • Y)
      = overlap X X + 2 * r * overlap X Y + r ^ 2 * overlap Y Y := by
  rw [overlap_add_smul, overlap_comm X (X + r • Y), overlap_comm Y (X + r • Y)]
  simp only [overlap_add_smul]
  rw [overlap_comm Y X]
  ring

/-- The Cauchy-Schwarz inequality for the real overlap of operators. -/
theorem overlap_sq_le (X Y : Matrix n n ℂ) :
    overlap X Y ^ 2 ≤ overlap X X * overlap Y Y := by
  have h : ∀ r : ℝ, 0 ≤ overlap Y Y * (r * r) + (2 * overlap X Y) * r + overlap X X := by
    intro r
    linarith [overlap_self_nonneg (X + r • Y), overlap_add_smul_self X Y r]
  have h2 := discrim_le_zero h
  unfold discrim at h2
  linarith

/-- A differentiable signal `f` that starts at 1 and obeys `f'² ≤ v² (1 - f²)` stays at or above
`cos (v t)` as long as `t ≥ 0` and `v t < π`, for `v ≥ 0`. -/
theorem cos_le_of_rate {f f' : ℝ → ℝ} {v t : ℝ} (hv : 0 ≤ v)
    (hf : ∀ s, HasDerivAt f (f' s) s) (h0 : f 0 = 1)
    (hb : ∀ s, f' s ^ 2 ≤ v ^ 2 * (1 - f s ^ 2)) (ht : 0 ≤ t) (hvt : v * t < Real.pi) :
    Real.cos (v * t) ≤ f t := by
  -- compare with a slightly faster cosine that starts slightly ahead
  have key : ∀ ε : ℝ, 0 < ε → (v + ε) * t + ε < Real.pi →
      Real.cos ((v + ε) * t + ε) ≤ f t := by
    intro ε hε hlt
    have hB : ∀ s : ℝ, HasDerivAt (fun s => -Real.cos ((v + ε) * s + ε))
        ((v + ε) * Real.sin ((v + ε) * s + ε)) s := by
      intro s
      have h1 : HasDerivAt (fun s : ℝ => (v + ε) * s + ε) (v + ε) s := by
        simpa using ((hasDerivAt_id s).const_mul (v + ε)).add_const ε
      exact h1.cos.fun_neg.congr_deriv (by ring)
    have hcmp := image_le_of_deriv_right_lt_deriv_boundary
      (f := fun s => -f s) (f' := fun s => -f' s) (a := 0) (b := t)
      (fun s _ => (hf s).fun_neg.continuousAt.continuousWithinAt)
      (fun s _ => (hf s).fun_neg.hasDerivWithinAt)
      (by simpa [h0] using Real.cos_le_one ε) hB
      (by
        intro s hs heq
        have hfs : f s = Real.cos ((v + ε) * s + ε) := neg_injective heq
        have hs0 : 0 ≤ (v + ε) * s := mul_nonneg (by linarith) hs.1
        have hst : (v + ε) * s ≤ (v + ε) * t :=
          mul_le_mul_of_nonneg_left hs.2.le (by linarith)
        have hsin : 0 < Real.sin ((v + ε) * s + ε) :=
          Real.sin_pos_of_pos_of_lt_pi (by linarith) (by linarith)
        have hsq : f' s ^ 2 ≤ (v * Real.sin ((v + ε) * s + ε)) ^ 2 := by
          rw [mul_pow, Real.sin_sq, ← hfs]
          exact hb s
        have habs := abs_le_of_sq_le_sq hsq (mul_nonneg hv hsin.le)
        change -f' s < (v + ε) * Real.sin ((v + ε) * s + ε)
        linarith [neg_abs_le (f' s), mul_pos hε hsin])
    exact neg_le_neg_iff.mp (hcmp (Set.right_mem_Icc.mpr ht))
  -- let the head start tend to zero
  have hg : Tendsto (fun ε : ℝ => (v + ε) * t + ε) (𝓝[>] 0) (𝓝 (v * t)) := by
    have hc : Continuous (fun ε : ℝ => (v + ε) * t + ε) := by fun_prop
    have h1 := (hc.tendsto 0).mono_left (nhdsWithin_le_nhds (s := Set.Ioi 0))
    simpa using h1
  refine le_of_tendsto ((Real.continuous_cos.tendsto _).comp hg) ?_
  filter_upwards [hg.eventually_lt_const hvt, self_mem_nhdsWithin] with ε h1 h2
  exact key ε h2 h1

variable [DecidableEq n]

/-- The operator `exp(-itH) A exp(itH)` reached from `A` after time `t`. -/
def evolve (H : Matrix n n ℂ) (t : ℝ) (A : Matrix n n ℂ) : Matrix n n ℂ :=
  exp (t • ((-I) • H)) * A * exp (t • (I • H))

/-- Evolution under a Hermitian Hamiltonian preserves the overlap of two operators. -/
theorem overlap_evolve {H : Matrix n n ℂ} (hH : H.IsHermitian) (t : ℝ)
    (X Y : Matrix n n ℂ) : overlap (evolve H t X) (evolve H t Y) = overlap X Y := by
  have hU : (exp (t • ((-I) • H)))ᴴ = exp (t • (I • H)) := by
    rw [← Matrix.exp_conjTranspose]
    congr 1
    simp [Matrix.conjTranspose_smul, hH.eq]
  have hVU : exp (t • (I • H)) * exp (t • ((-I) • H)) = 1 := by
    have hn : t • ((-I) • H) = -(t • (I • H)) := by simp
    rw [hn, ← Matrix.exp_add_of_commute _ _ (Commute.refl (t • (I • H))).neg_right,
      add_neg_cancel, NormedSpace.exp_zero]
  unfold overlap evolve
  generalize exp (t • ((-I) • H)) = U at *
  generalize exp (t • (I • H)) = V at *
  have hV : Vᴴ = U := by rw [← hU, Matrix.conjTranspose_conjTranspose]
  have h : (U * X * V)ᴴ * (U * Y * V) = U * (Xᴴ * Y) * V := by
    rw [Matrix.conjTranspose_mul, Matrix.conjTranspose_mul, hU, hV]
    calc U * (Xᴴ * V) * (U * Y * V) = U * (Xᴴ * (V * U) * Y) * V := by noncomm_ring
      _ = U * (Xᴴ * Y) * V := by rw [hVU, mul_one]
  rw [h, Matrix.trace_mul_comm, ← mul_assoc, hVU, one_mul]

/-- The rate of change of the evolving operator is the evolved velocity. -/
theorem hasDerivAt_evolve (H A : Matrix n n ℂ) (t : ℝ) :
    HasDerivAt (fun s => evolve H s A) (evolve H t (velocity H A)) t := by
  have hU : HasDerivAt (fun s : ℝ => exp (s • ((-I) • H)))
      (exp (t • ((-I) • H)) * ((-I) • H)) t := by
    apply hasDerivAt_exp_smul_const
  have hV : HasDerivAt (fun s : ℝ => exp (s • (I • H)))
      ((I • H) * exp (t • (I • H))) t := by
    apply hasDerivAt_exp_smul_const'
  unfold evolve velocity
  refine ((hU.mul_const A).fun_mul hV).congr_deriv ?_
  generalize exp (t • ((-I) • H)) = U
  generalize exp (t • (I • H)) = V
  simp only [neg_smul, smul_sub, mul_neg, neg_mul, mul_sub, sub_mul, Matrix.mul_smul,
    Matrix.smul_mul, Matrix.mul_assoc]
  abel

private lemma hasDerivAt_overlap (A : Matrix n n ℂ) {F : ℝ → Matrix n n ℂ}
    {F' : Matrix n n ℂ} {t : ℝ} (h : HasDerivAt F F' t) :
    HasDerivAt (fun s => overlap A (F s)) (overlap A F') t := by
  let L : Matrix n n ℂ →ₗ[ℝ] ℝ :=
    { toFun := overlap A
      map_add' := fun X Y => by simp [overlap, Matrix.mul_add, Matrix.trace_add]
      map_smul' := fun r X => by simp [overlap, Matrix.trace_smul] }
  exact (LinearMap.toContinuousLinearMap L).hasFDerivAt.comp_hasDerivAt t h

omit [DecidableEq n] in
private lemma overlap_velocity {H : Matrix n n ℂ} (hH : H.IsHermitian)
    (A : Matrix n n ℂ) : overlap A (velocity H A) = 0 := by
  -- the trace of `A† [H, A]` is real
  have h : star (Aᴴ * (H * A - A * H)).trace = (Aᴴ * (H * A - A * H)).trace := by
    rw [← Matrix.trace_conjTranspose]
    simp only [Matrix.conjTranspose_mul, Matrix.conjTranspose_sub,
      Matrix.conjTranspose_conjTranspose, hH.eq, Matrix.mul_sub,
      Matrix.trace_sub]
    rw [Matrix.mul_assoc Aᴴ H A, Matrix.mul_assoc H Aᴴ A, Matrix.trace_mul_comm H,
      Matrix.mul_assoc Aᴴ A H]
  have him := Complex.conj_eq_iff_im.mp h
  unfold overlap velocity
  rw [Matrix.mul_smul, Matrix.trace_smul, smul_eq_mul]
  simp [Complex.mul_re, him]

/-- For Hermitian `H` and normalised `A`, the squared overlap of `A` with the evolved velocity is at
most `v² (1 - f²)`, where `v` is the speed and `f` is the overlap of `A` with its evolved self. -/
theorem overlap_rate_sq_le {H A : Matrix n n ℂ} (hH : H.IsHermitian)
    (hA : overlap A A = 1) (t : ℝ) :
    overlap A (evolve H t (velocity H A)) ^ 2
      ≤ speed H A ^ 2 * (1 - overlap A (evolve H t A) ^ 2) := by
  have hI : overlap (velocity H A) (velocity H A) = speed H A ^ 2 := by
    rw [speed, Real.sq_sqrt (overlap_self_nonneg _), overlap_self, overlap_self]
    simp only [velocity, Matrix.smul_apply, norm_smul, norm_neg, Complex.norm_I, one_mul]
  -- remove from `A` its component along the evolved operator
  have hcs := overlap_sq_le (A + (-overlap A (evolve H t A)) • evolve H t A)
    (evolve H t (velocity H A))
  rw [overlap_add_smul_self, overlap_add_smul, overlap_evolve hH, overlap_evolve hH,
    overlap_evolve hH, hA, overlap_velocity hH, hI] at hcs
  linarith

/-- Coherence-transfer speed limit: for Hermitian `H` and normalised `A` with speed `v`, the
overlap of `A` with its evolved self is at least `cos (v t)` while `t ≥ 0` and `v t ≤ π`. -/
theorem coherence_transfer_speed_limit {H A : Matrix n n ℂ} (hH : H.IsHermitian)
    (hA : overlap A A = 1) {t : ℝ} (ht : 0 ≤ t) (hvt : speed H A * t ≤ Real.pi) :
    Real.cos (speed H A * t) ≤ overlap A (evolve H t A) := by
  rcases hvt.eq_or_lt with h | h
  · have h1 := overlap_sq_le A (evolve H t A)
    rw [overlap_evolve hH, hA] at h1
    rw [h, Real.cos_pi]
    nlinarith
  · exact cos_le_of_rate (f := fun s => overlap A (evolve H s A)) (Real.sqrt_nonneg _)
      (fun s => hasDerivAt_overlap A (hasDerivAt_evolve H A s))
      (by simp [evolve, NormedSpace.exp_zero, hA]) (overlap_rate_sq_le hH hA) ht h

/-- For Hermitian `H` and normalised `A`, if the operator reached after a time `t ≥ 0` has
zero real overlap with `A`, then speed times time is at least `π / 2`. -/
theorem orthogonal_transfer_time {H A : Matrix n n ℂ} (hH : H.IsHermitian)
    (hA : overlap A A = 1) {t : ℝ} (ht : 0 ≤ t) (h : overlap A (evolve H t A) = 0) :
    Real.pi / 2 ≤ speed H A * t := by
  by_contra hlt
  have h1 : speed H A * t < Real.pi / 2 := lt_of_not_ge hlt
  have h0 : 0 ≤ speed H A * t := mul_nonneg (Real.sqrt_nonneg _) ht
  have h2 := coherence_transfer_speed_limit hH hA ht (by linarith [Real.pi_pos])
  have h3 := Real.cos_pos_of_mem_Ioo ⟨by linarith [Real.pi_pos], h1⟩
  linarith

end

end CoherenceTransferSpeedLimit
```

```lean
#print axioms CoherenceTransferSpeedLimit.coherence_transfer_speed_limit
#print axioms CoherenceTransferSpeedLimit.orthogonal_transfer_time
```

```
'CoherenceTransferSpeedLimit.coherence_transfer_speed_limit' depends on axioms: [propext, Classical.choice, Quot.sound]
'CoherenceTransferSpeedLimit.orthogonal_transfer_time' depends on axioms: [propext, Classical.choice, Quot.sound]
```

## What is guaranteed, and for which dynamics

`coherence_transfer_speed_limit` is the bound and `orthogonal_transfer_time` the lower limit on the transfer time. The finite type `n` labels basis states, `hH` says that H is Hermitian, and `hA` is the normalisation. `overlap`, `speed` and `evolve` are ⟨X, Y⟩, v and A(t); `velocity` is W. `I` is the imaginary unit, not a spin operator. The operator norm opened at the top serves only for derivatives.

`overlap_sq_le` obtains Cauchy–Schwarz from the discriminant. `overlap_evolve`, `hasDerivAt_evolve` and `overlap_velocity` supply invariance, the derivative and orthogonality; `overlap_rate_sq_le` combines Cauchy–Schwarz, invariance and orthogonality through R, and the main theorem uses the derivative to identify the bounded quantity as f′. `cos_le_of_rate` applies Mathlib's comparison lemma to −f and −g, then takes the limit. The main theorem treats vt = π separately.

Hermiticity matters: a diagonal H with a decaying level can break the bound. With H = diag(−i, 0) and A having a single entry 1 in row 1, column 2, v = 1 and A(t) = e^{−t}A. At t = 1 the overlap is 0.368, below cos 1 = 0.540.

The step left to the user is from a real sample to unitary evolution under one constant H: relaxation and shaped pulses violate that assumption. The matrix exponential here is the exact one, so a numerical propagator needs its own error tolerance.
